# Raising the offset k by one lowers the mean site index of the normalised lattice state f(k + n) by one, for f of compact support

The lemma `meanSite_add_one` concerns a state on the integer sites of an infinite chain, whose amplitude at site n is f(k + n) for a complex envelope f of compact support and a real offset k. If the state is normalised at this k, so that ∑ₙ |f(k + n)|² = 1, then its mean site index ∑ₙ n |f(k + n)|² drops by exactly one when k is replaced by k + 1. The attempt relabels the sites to write the new mean as ∑ₙ (n − 1) |f(k + n)|². It then uses the compact support to turn the infinite sums into sums over one finite set `s`, and means to finish by splitting the difference and using the normalisation.

Lean 4 with Mathlib refuses this proof:

```lean
import Mathlib

open scoped ComplexConjugate Real

namespace MeanSiteAddOne

noncomputable section

/-- The sum `∑ₙ n |f(k + n)|²`, which is the mean site index when `∑ₙ |f(k + n)|² = 1`. -/
def meanSite (f : ℝ → ℂ) (k : ℝ) : ℝ := ∑' n : ℤ, (n : ℝ) * ‖f (k + n)‖ ^ 2

variable {f : ℝ → ℂ}

/-- For an envelope of compact support, one finite set of sites carries the state
for all `k` with `|k| ≤ R`. -/
theorem finite_sites (hc : HasCompactSupport f) (R : ℝ) :
    ∃ s : Finset ℤ, ∀ k : ℝ, |k| ≤ R → ∀ n ∉ s, f (k + n) = 0 := by
  obtain ⟨B, hB⟩ := hc.isCompact.isBounded.subset_closedBall (0 : ℝ)
  refine ⟨Finset.Icc ⌊-(B + R)⌋ ⌈B + R⌉, fun k hk n hn => ?_⟩
  by_contra h
  apply hn
  have hx := hB (subset_tsupport f h)
  rw [Metric.mem_closedBall, Real.dist_eq, sub_zero, abs_le] at hx
  rw [abs_le] at hk
  rw [Finset.mem_Icc]
  constructor
  · exact (Int.cast_le (R := ℝ)).mp ((Int.floor_le _).trans (by linarith [hx.1, hk.2]))
  · exact (Int.cast_le (R := ℝ)).mp
      ((by linarith [hx.2, hk.1] : (n : ℝ) ≤ B + R).trans (Int.le_ceil _))

/-- For a normalised envelope of compact support, the mean site index drops by one
when `k` grows by one. -/
theorem meanSite_add_one (hc : HasCompactSupport f) (k : ℝ)
    (hn : ∑' n : ℤ, ‖f (k + n)‖ ^ 2 = 1) : meanSite f (k + 1) = meanSite f k - 1 := by
  obtain ⟨s, hs⟩ := finite_sites hc |k|
  have hz := hs k le_rfl
  -- relabel the sites by `n ↦ n + 1`
  have h0 : meanSite f (k + 1) = ∑' n : ℤ, ((n : ℝ) - 1) * ‖f (k + n)‖ ^ 2 := by
    rw [← (Equiv.addRight (1 : ℤ)).tsum_eq (fun n : ℤ => ((n : ℝ) - 1) * ‖f (k + n)‖ ^ 2)]
    refine tsum_congr fun n => ?_
    have e : k + ((n + 1 : ℤ) : ℝ) = k + 1 + n := by
      push_cast
      ring
    rw [Equiv.coe_addRight, e]
    push_cast
    ring
  have h1 : ∑' n : ℤ, ((n : ℝ) - 1) * ‖f (k + n)‖ ^ 2
      = ∑ n ∈ s, ((n : ℝ) - 1) * ‖f (k + n)‖ ^ 2 :=
    tsum_eq_sum fun n h => by simp [hz n h]
  have h2 : meanSite f k = ∑ n ∈ s, (n : ℝ) * ‖f (k + n)‖ ^ 2 :=
    tsum_eq_sum fun n h => by simp [hz n h]
  have h3 : ∑' n : ℤ, ‖f (k + n)‖ ^ 2 = ∑ n ∈ s, ‖f (k + n)‖ ^ 2 :=
    tsum_eq_sum fun n h => by simp [hz n h]
  rw [h0, h1, h2, ← hn, h3]
  simp only [sub_mul, one_mul, Finset.sum_sub_distrib]

end

end MeanSiteAddOne
```

Lean reports:

```
Main.lean:34:84: error: unsolved goals
f : ℝ → ℂ
hc : HasCompactSupport f
k : ℝ
hn : ∑' (n : ℤ), ‖f (k + ↑n)‖ ^ 2 = 1
s : Finset ℤ
hs : ∀ (k_1 : ℝ), |k_1| ≤ |k| → ∀ n ∉ s, f (k_1 + ↑n) = 0
hz : ∀ n ∉ s, f (k + ↑n) = 0
h0 : meanSite f (k + 1) = ∑' (n : ℤ), (↑n - 1) * ‖f (k + ↑n)‖ ^ 2
h1 : ∑' (n : ℤ), (↑n - 1) * ‖f (k + ↑n)‖ ^ 2 = ∑ n ∈ s, (↑n - 1) * ‖f (k + ↑n)‖ ^ 2
h2 : meanSite f k = ∑ n ∈ s, ↑n * ‖f (k + ↑n)‖ ^ 2
h3 : ∑' (n : ℤ), ‖f (k + ↑n)‖ ^ 2 = ∑ n ∈ s, ‖f (k + ↑n)‖ ^ 2
⊢ ∑ x ∈ s, ↑x * ‖f (k + ↑x)‖ ^ 2 - ∑ x ∈ s, (∑ n ∈ s, ‖f (k + ↑n)‖ ^ 2) * ‖f (k + ↑x)‖ ^ 2 =
    ∑ n ∈ s, ↑n * ‖f (k + ↑n)‖ ^ 2 - ∑ n ∈ s, ‖f (k + ↑n)‖ ^ 2
Main.lean:55:22: warning: This simp argument is unused:
  one_mul

Hint: Omit it from the simp argument list.
  [apply] simp only [sub_mul, Finset.sum_sub_distrib]

Note: This linter can be disabled with `set_option linter.unusedSimpArgs false`
```

What went wrong. The error says that a goal is left over after the last `simp only`. The fault lies in `← hn`, which reads the normalisation from right to left and so replaces the real number `1` by the norm sum wherever it occurs. The `1` on the right-hand side was the one to replace, but the `1` in the weight `(n : ℝ) - 1` was replaced too. `h3` then made both into finite sums, and `sub_mul` left the norm sum as an extra factor inside the second sum on the left. `simp only` was not given the normalisation, so it could not remove that factor. The warning that `one_mul` is unused has the same origin, since no `1 * …` was left to simplify.

The repair takes `← hn` and `h3` out of the first `rw`. The weight keeps its `1`, and `simp only` now splits the left-hand side into the mean at `k` minus the plain norm sum. The new last line turns that finite sum back into the infinite one with `← h3` and replaces it by `1` with `hn`, after which the two sides are identical.

The repair, with which the file compiles:

```diff
@@ -52,6 +52,7 @@
   have h3 : ∑' n : ℤ, ‖f (k + n)‖ ^ 2 = ∑ n ∈ s, ‖f (k + n)‖ ^ 2 :=
     tsum_eq_sum fun n h => by simp [hz n h]
-  rw [h0, h1, h2, ← hn, h3]
+  rw [h0, h1, h2]
   simp only [sub_mul, one_mul, Finset.sum_sub_distrib]
+  rw [← h3, hn]
 
 end
```
